# Small voltage increments divide between two electrodes inversely to their differential capacitances

When the two interfaces of a cell with blocking electrodes are modelled separately, the ion profile at each depends on the voltage drop there, while the given quantity is the cell voltage \(V\). The drop \(u\) at the first electrode can then be found by solving \(Q_1(u)=Q_2(V-u)\) for the two charging curves \(Q_1\) and \(Q_2\). If each charge depends only on its own drop, vanishes at zero drop and rises with the drop at a positive rate, there is exactly one root. It lies between \(0\) and \(V\), where bisection can look for it, and its derivative gives a first guess at the next voltage.

## Charging curves with positive capacitance

```lean
import Mathlib

open Filter Topology

namespace TwoElectrodeDivision

noncomputable section

/-- An electrode described by its stored charge as a function of the voltage drop across it.
The differential capacitance `cap` is the derivative of the charge and is positive, and the
charge vanishes at zero drop. -/
structure Electrode where
  charge : ℝ → ℝ
  cap : ℝ → ℝ
  hasDerivAt_charge : ∀ u, HasDerivAt charge (cap u) u
  cap_pos : ∀ u, 0 < cap u
  charge_zero : charge 0 = 0
```

An `Electrode` is a bundle of two functions and three conditions on them. For electrode \(i\), written `E₁` or `E₂` in the code, `charge` is \(Q_i\) and `cap` is the differential capacitance \(C_i\). The field `hasDerivAt_charge` says that \(Q_i'(u)=C_i(u)\) at every real \(u\). The derivative need not be continuous, and the charge may saturate at large drops.

The condition `cap_pos`, \(C_i(u)>0\), means that a larger drop always draws more charge, as at a stable interface under potential control. The condition `charge_zero`, \(Q_i(0)=0\), means that drops are counted from the point of zero charge.

Both drops are counted in the direction from electrode 1 to electrode 2, so they add up to \(V\), the cell voltage measured from its value when both electrodes are uncharged. The first metal carries \(Q_1(u)\) and the second \(-Q_2(V-u)\), each balanced by the ions at its interface. Since the electrolyte as a whole is neutral, the two magnitudes are equal. The model is static: it has no ohmic drop in the electrolyte, no Faradaic current and no hysteresis.

```lean
/-- The charge on an electrode increases strictly with its voltage drop. -/
theorem Electrode.charge_strictMono (E : Electrode) : StrictMono E.charge :=
  strictMono_of_deriv_pos fun u => by
    rw [(E.hasDerivAt_charge u).deriv]
    exact E.cap_pos u
```

In a Lean theorem the assumptions stand before the colon, the claim after it, and the proof after `:=`. Here the claim is that \(u<v\) implies \(Q(u)<Q(v)\). By the mean value theorem \(Q(v)-Q(u)=C(\xi)(v-u)>0\) for some \(\xi\) between \(u\) and \(v\). Mathlib's `strictMono_of_deriv_pos` contains this argument, and the proof supplies the positive derivative.

## One drop for every cell voltage

```lean
/-- At every cell voltage `V` there is exactly one drop `u` at the first electrode for which
the two electrodes, with drops `u` and `V - u`, store equal charges. -/
theorem existsUnique_drop (E₁ E₂ : Electrode) (V : ℝ) :
    ∃! u, E₁.charge u = E₂.charge (V - u) := by
  have z1 := E₁.charge_zero
  have z2 := E₂.charge_zero
  have c1 : Continuous E₁.charge :=
    continuous_iff_continuousAt.2 fun u => (E₁.hasDerivAt_charge u).continuousAt
  have c2 : Continuous E₂.charge :=
    continuous_iff_continuousAt.2 fun u => (E₂.hasDerivAt_charge u).continuousAt
  have hF : Continuous fun u => E₁.charge u - E₂.charge (V - u) :=
    c1.sub (c2.comp (continuous_const.sub continuous_id))
  -- zero lies between the values of the charge imbalance at `u = 0` and `u = V`
  have h0 : (0 : ℝ) ∈ Set.uIcc (E₁.charge 0 - E₂.charge (V - 0))
      (E₁.charge V - E₂.charge (V - V)) := by
    simp only [sub_zero, sub_self, z1, z2, Set.mem_uIcc]
    rcases le_total 0 V with h | h
    · have a := E₁.charge_strictMono.monotone h
      have b := E₂.charge_strictMono.monotone h
      left
      constructor <;> linarith
    · have a := E₁.charge_strictMono.monotone h
      have b := E₂.charge_strictMono.monotone h
      right
      constructor <;> linarith
  obtain ⟨u, _, hu⟩ := intermediate_value_uIcc hF.continuousOn h0
  have hu' : E₁.charge u = E₂.charge (V - u) := sub_eq_zero.1 hu
  refine ⟨u, hu', fun w hw => ?_⟩
  have hw' : E₁.charge w = E₂.charge (V - w) := hw
  -- two different solutions would contradict monotonicity
  rcases lt_trichotomy w u with h | h | h
  · have a := E₁.charge_strictMono h
    have b := E₂.charge_strictMono (show V - u < V - w by linarith)
    linarith
  · exact h
  · have a := E₁.charge_strictMono h
    have b := E₂.charge_strictMono (show V - w < V - u by linarith)
    linarith
```

The symbol `∃!` means "there is exactly one". For existence, take the charge imbalance \(F(u)=Q_1(u)-Q_2(V-u)\), which is continuous. At the ends,
\[
F(0)=-Q_2(V),\qquad F(V)=Q_1(V).
\]
If \(V\ge 0\), then \(F(0)\le 0\le F(V)\); if \(V\le 0\), the inequalities are reversed. In both cases \(F\) vanishes somewhere between \(0\) and \(V\). In the code `h0` is the sign statement, and `intermediate_value_uIcc` is the intermediate value theorem on an interval whose ends may come in either order.

For uniqueness, suppose that \(w<u\) both solve the equation. Then \(V-u<V-w\), and
\[
Q_1(u)=Q_2(V-u)<Q_2(V-w)=Q_1(w),
\]
which contradicts \(Q_1(w)<Q_1(u)\). The case \(w>u\) is the same with the names exchanged. The tactic `linarith` finds such contradictions among linear inequalities.

```lean
/-- The voltage drop at the first electrode when the cell voltage is `V`. -/
def drop (E₁ E₂ : Electrode) (V : ℝ) : ℝ := (existsUnique_drop E₁ E₂ V).choose
```

This gives the solution a name: `drop E₁ E₂ V` is \(u(V)\).

```lean
/-- At the drops `drop E₁ E₂ V` and `V - drop E₁ E₂ V` the electrodes store equal charges. -/
theorem charge_balance (E₁ E₂ : Electrode) (V : ℝ) :
    E₁.charge (drop E₁ E₂ V) = E₂.charge (V - drop E₁ E₂ V) :=
  (existsUnique_drop E₁ E₂ V).choose_spec.1
```

The named solution satisfies the equation it was chosen for, \(Q_1(u(V))=Q_2(V-u(V))\).

```lean
/-- For a nonzero cell voltage the drop at the first electrode lies strictly between zero and
the cell voltage. -/
theorem drop_between (E₁ E₂ : Electrode) (V : ℝ) :
    (0 < V → 0 < drop E₁ E₂ V ∧ drop E₁ E₂ V < V) ∧
    (V < 0 → V < drop E₁ E₂ V ∧ drop E₁ E₂ V < 0) := by
  have hb := charge_balance E₁ E₂ V
  have z1 := E₁.charge_zero
  have z2 := E₂.charge_zero
  refine ⟨fun hV => ⟨?_, ?_⟩, fun hV => ⟨?_, ?_⟩⟩ <;> by_contra h <;> rw [not_lt] at h
  · have a := E₁.charge_strictMono.monotone h
    have b := E₂.charge_strictMono (show 0 < V - drop E₁ E₂ V by linarith)
    linarith
  · have a := E₁.charge_strictMono (show 0 < drop E₁ E₂ V by linarith)
    have b := E₂.charge_strictMono.monotone (show V - drop E₁ E₂ V ≤ 0 by linarith)
    linarith
  · have a := E₁.charge_strictMono (show drop E₁ E₂ V < 0 by linarith)
    have b := E₂.charge_strictMono.monotone (show 0 ≤ V - drop E₁ E₂ V by linarith)
    linarith
  · have a := E₁.charge_strictMono.monotone h
    have b := E₂.charge_strictMono (show V - drop E₁ E₂ V < 0 by linarith)
    linarith
```

For \(V>0\) the claim is \(0<u(V)<V\), and for \(V<0\) it is \(V<u(V)<0\). Take \(V>0\). If \(u\le 0\), then \(Q_1(u)\le 0\) while \(Q_2(V-u)>0\), so the charges differ. If \(u\ge V\), then \(Q_1(u)>0\) while \(Q_2(V-u)\le 0\), and they differ again. Negative \(V\) reverses the signs. These are the four bulleted cases, each opened by `by_contra`, which assumes the opposite of the goal. At \(V=0\) the solution is \(u=0\).

## How the drop follows the cell voltage

```lean
/-- When the cell voltage is raised from `V` to `W`, the drop at the first electrode does not
decrease, and it grows by at most `W - V`. -/
theorem drop_increment (E₁ E₂ : Electrode) {V W : ℝ} (h : V ≤ W) :
    drop E₁ E₂ V ≤ drop E₁ E₂ W ∧ drop E₁ E₂ W - drop E₁ E₂ V ≤ W - V := by
  have hV := charge_balance E₁ E₂ V
  have hW := charge_balance E₁ E₂ W
  have h1 : drop E₁ E₂ V ≤ drop E₁ E₂ W := by
    by_contra hn
    rw [not_le] at hn
    have a := E₁.charge_strictMono hn
    have b := E₂.charge_strictMono
      (show V - drop E₁ E₂ V < W - drop E₁ E₂ W by linarith)
    linarith
  refine ⟨h1, ?_⟩
  by_contra hn
  rw [not_le] at hn
  have a := E₁.charge_strictMono.monotone h1
  have b := E₂.charge_strictMono
    (show W - drop E₁ E₂ W < V - drop E₁ E₂ V by linarith)
  linarith
```

For \(V\le W\) this says
\[
0\le u(W)-u(V)\le W-V,
\]
so neither drop falls when the cell voltage rises. If \(u\) fell, \(Q_1\) would fall, while the second drop, and with it \(Q_2\), would rise; the charges could not both balance before and after. If \(u\) grew by more than \(W-V\), the second drop and \(Q_2\) would fall while \(Q_1\) did not, with the same conflict.

```lean
/-- Differential voltage division: the drop at the first electrode changes with the cell
voltage at the rate `C₂ / (C₁ + C₂)`, the differential capacitances being taken at the actual
drops. -/
theorem hasDerivAt_drop (E₁ E₂ : Electrode) (V : ℝ) :
    HasDerivAt (drop E₁ E₂)
      (E₂.cap (V - drop E₁ E₂ V) /
        (E₁.cap (drop E₁ E₂ V) + E₂.cap (V - drop E₁ E₂ V))) V := by
  -- the drop is a 1-Lipschitz, hence continuous, function of the cell voltage
  have hc : Continuous (drop E₁ E₂) := by
    refine (LipschitzWith.of_dist_le_mul (K := 1) fun x y => ?_).continuous
    rw [Real.dist_eq, Real.dist_eq, NNReal.coe_one, one_mul, abs_le]
    have p := neg_abs_le (x - y)
    have q := le_abs_self (x - y)
    have r := abs_nonneg (x - y)
    rcases le_total x y with h | h
    · obtain ⟨a, b⟩ := drop_increment E₁ E₂ h
      constructor <;> linarith
    · obtain ⟨a, b⟩ := drop_increment E₁ E₂ h
      constructor <;> linarith
  have hc2 : Continuous fun W => W - drop E₁ E₂ W := continuous_id.sub hc
  -- difference quotients of the charge tend to the differential capacitance
  have key : ∀ (E : Electrode) (a : ℝ),
      Tendsto (dslope E.charge a) (𝓝 a) (𝓝 (E.cap a)) := fun E a => by
    have h := (continuousAt_dslope_same.2 (E.hasDerivAt_charge a).differentiableAt).tendsto
    rwa [dslope_same, (E.hasDerivAt_charge a).deriv] at h
  have t1 : Tendsto (fun W => dslope E₁.charge (drop E₁ E₂ V) (drop E₁ E₂ W)) (𝓝 V)
      (𝓝 (E₁.cap (drop E₁ E₂ V))) := (key E₁ _).comp (hc.tendsto V)
  have t2 : Tendsto (fun W => dslope E₂.charge (V - drop E₁ E₂ V) (W - drop E₁ E₂ W)) (𝓝 V)
      (𝓝 (E₂.cap (V - drop E₁ E₂ V))) := (key E₂ _).comp (hc2.tendsto V)
  have hS := (add_pos (E₁.cap_pos (drop E₁ E₂ V)) (E₂.cap_pos (V - drop E₁ E₂ V))).ne'
  rw [hasDerivAt_iff_tendsto_slope]
  refine ((t2.div (t1.add t2) hS).mono_left nhdsWithin_le_nhds).congr' ?_
  filter_upwards [self_mem_nhdsWithin,
    ((t1.add t2).eventually_ne hS).filter_mono nhdsWithin_le_nhds] with W hW hne
  have hWV : W - V ≠ 0 := sub_ne_zero.2 hW
  -- equal charge increments on both electrodes
  have e1 := sub_smul_dslope E₁.charge (drop E₁ E₂ V) (drop E₁ E₂ W)
  have e2 := sub_smul_dslope E₂.charge (V - drop E₁ E₂ V) (W - drop E₁ E₂ W)
  rw [smul_eq_mul] at e1 e2
  have hV := charge_balance E₁ E₂ V
  have hW' := charge_balance E₁ E₂ W
  simp only [Pi.div_apply]
  rw [slope_def_field, div_eq_div_iff hne hWV]
  linear_combination e2 - e1 - hW' + hV
```

`HasDerivAt f f' x` says that `f` has derivative `f'` at `x`. With both capacitances taken at the actual drops, the theorem reads
\[
\frac{du}{dV}=\frac{C_2(V-u)}{C_1(u)+C_2(V-u)}.
\]

Let the voltage go from \(V\) to \(W\ne V\), and write \(\Delta V=W-V\) and \(\Delta u=u(W)-u(V)\). Let \(D_1\) and \(D_2\) be the difference quotients of \(Q_1\) and \(Q_2\) over the changes \(\Delta u\) and \(\Delta V-\Delta u\). If a change is zero, the quotient is replaced by the derivative; Mathlib's `dslope` is defined in this way. The charge increments are equal, so
\[
D_1\,\Delta u=D_2\,(\Delta V-\Delta u),
\qquad\text{hence}\qquad
\Delta u\,(D_1+D_2)=D_2\,\Delta V .
\]
The preceding theorem gives \(|\Delta u|\le|\Delta V|\), so both drops are continuous in \(V\), and \(D_1\to C_1\), \(D_2\to C_2\) as \(W\to V\). The limit of \(D_1+D_2\) is positive, so the sum is nonzero for \(W\) near \(V\), and
\[
\frac{\Delta u}{\Delta V}=\frac{D_2}{D_1+D_2}\longrightarrow\frac{C_2}{C_1+C_2}.
\]

In the code `hc` is the continuity, `t1` and `t2` are the two limits, and `filter_upwards` restricts attention to nearby \(W\ne V\) with a nonzero sum. The closing `linear_combination` verifies the algebra from the two charge balances and the definitions of \(D_1\) and \(D_2\).

It is not enough for the capacitances to be positive everywhere except at zero drop. Take \(Q_1(u)=u^3\) and \(Q_2(v)=v^3\). The balance still has the single solution \(u=V/2\), with slope \(1/2\), but at \(V=0\) the formula becomes \(0/0\), which Lean evaluates as \(0\).

```lean
/-- The drop at the first electrode changes with the cell voltage at a greater rate than the drop at
the second exactly when the first has the smaller differential capacitance at the actual drops. -/
theorem larger_share_iff (E₁ E₂ : Electrode) (V : ℝ) :
    deriv (fun W => W - drop E₁ E₂ W) V < deriv (drop E₁ E₂) V ↔
      E₁.cap (drop E₁ E₂ V) < E₂.cap (V - drop E₁ E₂ V) := by
  have hd := hasDerivAt_drop E₁ E₂ V
  have hS := add_pos (E₁.cap_pos (drop E₁ E₂ V)) (E₂.cap_pos (V - drop E₁ E₂ V))
  rw [((hasDerivAt_id' V).fun_sub hd).deriv, hd.deriv, sub_lt_iff_lt_add, ← add_div,
    lt_div_iff₀ hS]
  constructor <;> intro h <;> linarith
```

The second drop is \(V-u(V)\), and its rate is \(1-u'(V)=C_1/(C_1+C_2)\). Since the denominator is positive, this is less than \(u'(V)=C_2/(C_1+C_2)\) exactly when \(C_1<C_2\). The electrode with the smaller differential capacitance therefore takes the larger part of an infinitesimal increment. The comparison is between rates at one voltage and does not rank the total drops.

```lean
/-- The differential capacitance of the whole cell is the series combination
`C₁ C₂ / (C₁ + C₂)` of the electrode capacitances at the actual drops. -/
theorem series_capacitance (E₁ E₂ : Electrode) (V : ℝ) :
    HasDerivAt (fun W => E₁.charge (drop E₁ E₂ W))
      (E₁.cap (drop E₁ E₂ V) * E₂.cap (V - drop E₁ E₂ V) /
        (E₁.cap (drop E₁ E₂ V) + E₂.cap (V - drop E₁ E₂ V))) V := by
  have h := (E₁.hasDerivAt_charge (drop E₁ E₂ V)).comp V (hasDerivAt_drop E₁ E₂ V)
  exact h.congr_deriv (by ring)
```

The chain rule gives the capacitance of the whole cell:
\[
\frac{d}{dV}Q_1(u(V))=C_1\,u'(V)=\frac{C_1C_2}{C_1+C_2}.
\]
In the code `comp` is the chain rule, and `ring` rearranges the product. This is the familiar series formula, here for nonlinear electrodes at their operating point.

## Two Gouy–Chapman electrodes

```lean
/-- A Gouy–Chapman electrode with charge `a sinh (k u)`, for positive `a` and `k`. -/
def gouyChapman (a k : ℝ) (ha : 0 < a) (hk : 0 < k) : Electrode where
  charge u := a * Real.sinh (k * u)
  cap u := a * k * Real.cosh (k * u)
  hasDerivAt_charge u :=
    (((hasDerivAt_id' u).const_mul k).sinh.const_mul a).congr_deriv (by ring)
  cap_pos u := mul_pos (mul_pos ha hk) (Real.cosh_pos _)
  charge_zero := by simp
```

This builds an `Electrode` by filling in its five fields: \(Q(u)=a\sinh(ku)\) and \(C(u)=ak\cosh(ku)\), with \(a,k>0\). In the mean-field model of point ions in a symmetric electrolyte, \(k\) is the ionic charge divided by twice the thermal energy. For total charge, \(a\) is proportional to the electrode area, so two electrodes in the same electrolyte can share \(k\) and differ in \(a\).

```lean
/-- For two Gouy–Chapman electrodes with the same `k` and charge prefactors `a` and `b`, the
drop `u` at the first obeys `tanh (k u) = b sinh (k V) / (a + b cosh (k V))`. -/
theorem gouyChapman_drop (a b k : ℝ) (ha : 0 < a) (hb : 0 < b) (hk : 0 < k) (V : ℝ) :
    Real.tanh (k * drop (gouyChapman a k ha hk) (gouyChapman b k hb hk) V) =
      b * Real.sinh (k * V) / (a + b * Real.cosh (k * V)) := by
  have h := charge_balance (gouyChapman a k ha hk) (gouyChapman b k hb hk) V
  generalize drop (gouyChapman a k ha hk) (gouyChapman b k hb hk) V = u at h ⊢
  have h' : a * Real.sinh (k * u) = b * Real.sinh (k * (V - u)) := h
  have hS : 0 < a + b * Real.cosh (k * V) := add_pos ha (mul_pos hb (Real.cosh_pos _))
  rw [mul_sub, Real.sinh_sub] at h'
  rw [Real.tanh_eq_sinh_div_cosh, div_eq_div_iff (Real.cosh_pos _).ne' hS.ne']
  linear_combination h'

end

end TwoElectrodeDivision
```

With prefactors \(a\) and \(b\), the balance is \(a\sinh(ku)=b\sinh(kV-ku)\). Expanding the right-hand side and collecting terms gives
\[
\bigl(a+b\cosh(kV)\bigr)\sinh(ku)=b\sinh(kV)\cosh(ku),
\]
and division by the two positive factors gives
\[
\tanh(ku)=\frac{b\sinh(kV)}{a+b\cosh(kV)}.
\]
The proof takes the same route: `Real.sinh_sub` expands, `div_eq_div_iff` clears the denominators, and `linear_combination` compares the two sides.

For a numerical case take \(a=9\), \(b=16\) in a common unit of charge, and \(kV=\ln 6\). Then \(\sinh(kV)=35/12\) and \(\cosh(kV)=37/12\), so
\[
\tanh(ku)=\frac{16\cdot 35}{12\cdot 9+16\cdot 37}=\frac{560}{700}=\frac45 .
\]
Hence \(ku=\ln 3\) and \(k(V-u)=\ln 2\). The charges agree: \(9\sinh(\ln 3)=9\cdot\tfrac43=12\) and \(16\sinh(\ln 2)=16\cdot\tfrac34=12\).

The capacitances are \(C_1=9k\cdot\tfrac53=15k\) and \(C_2=16k\cdot\tfrac54=20k\). The first electrode, with the smaller capacitance, takes \(20/35=4/7\) of the next small increment. At \(V=0\) its share is \(16/25\), so the division changes with the voltage.

```lean
#print axioms TwoElectrodeDivision.drop_between
#print axioms TwoElectrodeDivision.larger_share_iff
#print axioms TwoElectrodeDivision.series_capacitance
#print axioms TwoElectrodeDivision.gouyChapman_drop
```

```
'TwoElectrodeDivision.drop_between' depends on axioms: [propext, Classical.choice, Quot.sound]
'TwoElectrodeDivision.larger_share_iff' depends on axioms: [propext, Classical.choice, Quot.sound]
'TwoElectrodeDivision.series_capacitance' depends on axioms: [propext, Classical.choice, Quot.sound]
'TwoElectrodeDivision.gouyChapman_drop' depends on axioms: [propext, Classical.choice, Quot.sound]
```
